# The field and energy error of a neutral slab in a periodic cell

In Gaussian units, a neutral slab with dipole moment \(m\) per unit area, placed in a periodic cell of length \(L\), has a potential with slope \(-4\pi m/L\) at both cell faces. Its electrostatic energy lies below that of the same slab with no field at its left face by \(2\pi m^2/L\), which is half the field times the dipole. Both statements concern a fixed, continuous, planar-averaged charge density. Within that one-dimensional model, they give the size of the artificial field in a plane-wave calculation of an asymmetric slab, and the energy that a dipole correction restores.

In Gaussian units, let \(L>0\) and let \(\sigma\) be the charge density along the surface normal \(z\), continuous on \([0,L]\), with

\[
\int_0^L \sigma\,dz = 0, \qquad m=\int_0^L z\,\sigma\,dz .
\]

Two potentials solve the same Poisson equation, \(V''=V_0''=-4\pi\sigma\). The periodic one satisfies \(V(0)=V(L)\). The other satisfies \(V_0'(0)=0\), which stands for an isolated slab with no external field applied. Write \(G=V'\) and \(G_0=V_0'\).

## From Gauss's law to the energy difference

Integrating \(G'=-4\pi\sigma\) over the cell gives

\[
G(L)-G(0)=-4\pi\int_0^L\sigma\,dz=0 ,
\]

so the slopes at the two faces agree. Next,

\[
(V-zG)'=G-G-zG'=4\pi z\sigma .
\]

Integrating this, and using \(G(L)=G(0)\), gives the potential step

\[
V(L)-V(0)=L\,G(0)+4\pi m .
\]

Periodicity makes the left side zero, hence \(G(0)=G(L)=-4\pi m/L\). The field is \(-G(0)=4\pi m/L\).

The difference \(G_0-G\) has zero derivative, so it keeps its value at the left face, \(0-G(0)=4\pi m/L\). Integrating once more,

\[
V_0(z)-V(z)=C+\frac{4\pi m}{L}\,z,\qquad C=V_0(0)-V(0).
\]

Multiply by \(\tfrac12\sigma\) and integrate. Neutrality removes \(C\):

\[
\tfrac12\int_0^L\sigma V_0\,dz-\tfrac12\int_0^L\sigma V\,dz
=\tfrac12\Bigl(C\cdot 0+\frac{4\pi m}{L}\,m\Bigr)
=\frac{2\pi m^2}{L}=\tfrac12\,\bigl(-G(0)\bigr)\,m .
\]

Two consequences follow. Where \(\sigma=0\) next to the left face, \(G'=0\), so the slope stays at \(-4\pi m/L\) throughout that vacuum. Adding \((4\pi m/L)z\) to \(V\) leaves \(V''\) unchanged and makes the slope zero at both faces.

## A linear charge density on the unit cell

Take \(L=1\) and \(\sigma=z-\tfrac12\). The total charge is \(\tfrac12-\tfrac12=0\), and \(m=\tfrac13-\tfrac14=\tfrac1{12}\). Suitable potentials are

\[
V_0=-4\pi\Bigl(\frac{z^3}{6}-\frac{z^2}{4}\Bigr),\qquad V=V_0-\frac{\pi}{3}z .
\]

Indeed \(V_0'(0)=0\), and \(V(1)=\tfrac{\pi}{3}-\tfrac{\pi}{3}=0=V(0)\). The periodic slope at the faces is \(-\pi/3=-4\pi m\). The energies are \(\pi/60\) for \(V_0\) and \(\pi/360\) for \(V\); their difference is \(\pi/72=2\pi m^2\approx 0.0436\).

## A charged cell breaks the slope formula

Without neutrality the slope at the left face need not be \(-4\pi m/L\). Take \(L=1\) and \(\sigma=1\), so \(m=\tfrac12\). The potential \(V=-2\pi z^2+2\pi z\) satisfies \(V''=-4\pi\) and \(V(0)=V(1)\), but \(V'(0)=2\pi\), whereas \(-4\pi m/L=-2\pi\). The slope at the right face is \(V'(1)=-2\pi\), so repeating this \(V\) from cell to cell leaves a kink at every face: without neutrality the Poisson equation has no smooth periodic solution.

## The Poisson equation, dipole and energy in Lean

```lean
import Mathlib

open Set Real

namespace SlabDipoleCorrection

noncomputable section
```

The cell is the closed interval `Icc 0 L`. The functions are defined on all of \(\mathbb R\), but the structure below constrains them only on the cell. `PlanarPoisson L σ V G` says that `G` is the derivative of `V` and that \(-4\pi\sigma\) is the derivative of `G`. `HasDerivWithinAt` makes these derivatives one-sided at the faces.

```lean
/-- On the cell `[0, L]` the planar-averaged potential `V` has slope `G` and obeys the Poisson
equation `V'' = -4πσ` (Gaussian units), with one-sided derivatives at the two faces. -/
structure PlanarPoisson (L : ℝ) (σ V G : ℝ → ℝ) : Prop where
  pot_deriv : ∀ z ∈ Icc 0 L, HasDerivWithinAt V (G z) (Icc 0 L) z
  slope_deriv : ∀ z ∈ Icc 0 L, HasDerivWithinAt G (-(4 * π) * σ z) (Icc 0 L) z
```

The dipole is measured from the left face, in the cell as it has been cut.

```lean
/-- The dipole moment per unit area, `m = ∫ z σ(z) dz` over the cell. -/
def dipole (L : ℝ) (σ : ℝ → ℝ) : ℝ := ∫ z in (0 : ℝ)..L, z * σ z
```

The energy is per unit area and carries the usual factor one half. The density is the same for both potentials, so the response of the electrons to the removed field is left out. Point nuclei, whose planar average is not continuous, would have to be smeared first.

```lean
/-- The electrostatic energy per unit area, `½ ∫ σ V` over the cell. -/
def energy (L : ℝ) (σ V : ℝ → ℝ) : ℝ := 1 / 2 * ∫ z in (0 : ℝ)..L, σ z * V z
```

## Integrating slopes across the cell

The first lemma is the fundamental theorem of calculus on \([0,z]\). It takes continuity on the closed interval, an ordinary derivative in the interior and integrability of the slope, and the three bullets supply these in turn.

```lean
variable {L : ℝ} {σ V G V₀ G₀ : ℝ → ℝ}

/-- A continuous slope on the cell integrates from the left face to the change of the function. -/
theorem integral_slope {z : ℝ} {f f' : ℝ → ℝ}
    (hf : ∀ x ∈ Icc 0 L, HasDerivWithinAt f (f' x) (Icc 0 L) x)
    (hc : ContinuousOn f' (Icc 0 L)) (hz : z ∈ Icc 0 L) :
    ∫ x in (0 : ℝ)..z, f' x = f z - f 0 := by
  have hsub : Icc 0 z ⊆ Icc 0 L := Icc_subset_Icc_right hz.2
  apply intervalIntegral.integral_eq_sub_of_hasDerivAt_of_le hz.1
  · exact fun x hx => (hf x (hsub hx)).continuousWithinAt.mono hsub
  · exact fun x hx => (hf x (hsub (Ioo_subset_Icc_self hx))).hasDerivAt
      (Icc_mem_nhds hx.1 (hx.2.trans_le hz.2))
  · exact (hc.mono hsub).intervalIntegrable_of_Icc hz.1
```

With slope zero, the integral vanishes and the function is constant.

```lean
/-- A function with zero slope on the cell keeps its value at the left face. -/
theorem eq_of_zero_slope {z : ℝ} {f : ℝ → ℝ}
    (hf : ∀ x ∈ Icc 0 L, HasDerivWithinAt f 0 (Icc 0 L) x) (hz : z ∈ Icc 0 L) :
    f z = f 0 := by
  have h := integral_slope (f' := fun _ => 0) hf continuousOn_const hz
  rw [intervalIntegral.integral_zero] at h
  linarith
```

## The potential step and the periodic slope

`potential_step` contains the first two integrations done by hand. `hG` is Gauss's law with the neutrality hypothesis `hq` inserted. `h1` is the derivative of \(V-zG\), obtained from the product rule, with `ring` cancelling the two copies of \(G\). Integrating `h1` gives the step.

```lean
/-- For a neutral, continuous charge density the slope of the potential is the same at both
faces, and the potential step across the cell is `L V'(0) + 4πm`. -/
theorem potential_step (hL : 0 < L) (hσ : ContinuousOn σ (Icc 0 L))
    (hq : ∫ z in (0 : ℝ)..L, σ z = 0) (hV : PlanarPoisson L σ V G) :
    G L = G 0 ∧ V L - V 0 = L * G 0 + 4 * π * dipole L σ := by
  have hmem : L ∈ Icc 0 L := ⟨hL.le, le_rfl⟩
  -- Gauss's law: no net charge, no change of slope
  have hG : G L = G 0 := by
    have h : ∫ z in (0 : ℝ)..L, -(4 * π) * σ z = G L - G 0 :=
      integral_slope (f' := fun z => -(4 * π) * σ z) hV.slope_deriv
        (continuousOn_const.mul hσ) hmem
    rw [intervalIntegral.integral_const_mul, hq] at h
    linarith
  -- integration by parts: `V - z V'` has slope `4π z σ`
  have h1 : ∀ x ∈ Icc 0 L,
      HasDerivWithinAt (fun z => V z - z * G z) (4 * π * (x * σ x)) (Icc 0 L) x := by
    intro x hx
    exact ((hV.pot_deriv x hx).fun_sub
      ((hasDerivAt_id' x).hasDerivWithinAt.fun_mul (hV.slope_deriv x hx))).congr_deriv (by ring)
  have h : ∫ z in (0 : ℝ)..L, 4 * π * (z * σ z) = (V L - L * G L) - (V 0 - 0 * G 0) :=
    integral_slope (f := fun z => V z - z * G z) (f' := fun z => 4 * π * (z * σ z)) h1
      (continuousOn_const.mul (continuousOn_id.mul hσ)) hmem
  rw [intervalIntegral.integral_const_mul, hG] at h
  refine ⟨hG, ?_⟩
  unfold dipole
  linarith
```

The periodicity condition `hper` sets the step to zero, and division by \(L\) gives the slope.

```lean
/-- For a neutral, continuous charge density, the potential with equal values at the two faces
has slope `-4πm/L` at both of them. -/
theorem periodic_slope (hL : 0 < L) (hσ : ContinuousOn σ (Icc 0 L))
    (hq : ∫ z in (0 : ℝ)..L, σ z = 0) (hV : PlanarPoisson L σ V G) (hper : V 0 = V L) :
    G 0 = -(4 * π * dipole L σ / L) ∧ G L = -(4 * π * dipole L σ / L) := by
  obtain ⟨hG, hs⟩ := potential_step hL hσ hq hV
  have h0 : G 0 = -(4 * π * dipole L σ / L) := by
    rw [← neg_div, eq_div_iff hL.ne']
    linarith
  exact ⟨h0, hG.trans h0⟩
```

## The affine difference and its energy

Here `hG₀` is the zero-field condition at the left face. `hs` shows that \(G_0-G\) is constant. `h1` then subtracts the linear term from \(V_0-V\) and finds zero slope, so `eq_of_zero_slope` applies a second time.

```lean
/-- For a neutral, continuous charge density, the potential with zero slope at the left face and
the periodic potential differ by a constant plus the linear term `(4πm/L) z`. -/
theorem potential_difference (hL : 0 < L) (hσ : ContinuousOn σ (Icc 0 L))
    (hq : ∫ z in (0 : ℝ)..L, σ z = 0) (hV : PlanarPoisson L σ V G) (hper : V 0 = V L)
    (hV₀ : PlanarPoisson L σ V₀ G₀) (hG₀ : G₀ 0 = 0) {z : ℝ} (hz : z ∈ Icc 0 L) :
    V₀ z - V z = V₀ 0 - V 0 + 4 * π * dipole L σ / L * z := by
  have h0 := (periodic_slope hL hσ hq hV hper).1
  -- the two slopes differ by a constant
  have hs : ∀ x ∈ Icc 0 L, G₀ x - G x = G₀ 0 - G 0 := fun x hx =>
    eq_of_zero_slope (f := fun y => G₀ y - G y) (fun y hy =>
      ((hV₀.slope_deriv y hy).fun_sub (hV.slope_deriv y hy)).congr_deriv (by ring)) hx
  -- so the difference minus its linear part has zero slope
  have h1 : ∀ x ∈ Icc 0 L, HasDerivWithinAt
      (fun y => V₀ y - V y - 4 * π * dipole L σ / L * y) 0 (Icc 0 L) x := by
    intro x hx
    refine (((hV₀.pot_deriv x hx).fun_sub (hV.pot_deriv x hx)).fun_sub
      ((hasDerivAt_id' x).hasDerivWithinAt.const_mul (4 * π * dipole L σ / L))).congr_deriv ?_
    linarith [hs x hx]
  have h : V₀ z - V z - 4 * π * dipole L σ / L * z
      = V₀ 0 - V 0 - 4 * π * dipole L σ / L * 0 :=
    eq_of_zero_slope (f := fun y => V₀ y - V y - 4 * π * dipole L σ / L * y) h1 hz
  linarith
```

The main theorem collects the slopes at both faces and the two forms of the energy difference. It takes \(V\) and \(V_0\) as given solutions and does not construct them. The statements `i1` to `i23` provide the integrability needed to split the integral. In `e`, the affine difference is multiplied by \(\sigma(z)\) at each point, which is the step `linear_combination σ z * h`. In `e2`, the integral is split and `hq` replaces the total charge by zero, removing the constant.

```lean
/-- Dipole correction of a neutral slab with continuous charge density: the periodic potential `V`
has slope `-4πm/L` at both faces, and the energy in the potential `V₀` with zero slope at the left
face exceeds the periodic one by `2πm²/L`, half the field `-V'(0)` times the dipole. -/
theorem dipole_correction (hL : 0 < L) (hσ : ContinuousOn σ (Icc 0 L))
    (hq : ∫ z in (0 : ℝ)..L, σ z = 0) (hV : PlanarPoisson L σ V G) (hper : V 0 = V L)
    (hV₀ : PlanarPoisson L σ V₀ G₀) (hG₀ : G₀ 0 = 0) :
    (G 0 = -(4 * π * dipole L σ / L) ∧ G L = -(4 * π * dipole L σ / L)) ∧
    energy L σ V₀ - energy L σ V = 2 * π * dipole L σ ^ 2 / L ∧
    energy L σ V₀ - energy L σ V = 1 / 2 * (-G 0) * dipole L σ := by
  have hs := periodic_slope hL hσ hq hV hper
  have hVc : ContinuousOn V (Icc 0 L) := fun x hx => (hV.pot_deriv x hx).continuousWithinAt
  have i1 : IntervalIntegrable (fun z => σ z * V z) MeasureTheory.volume 0 L :=
    (hσ.mul hVc).intervalIntegrable_of_Icc hL.le
  have i2 := (hσ.intervalIntegrable_of_Icc (μ := MeasureTheory.volume) hL.le).const_mul
    (V₀ 0 - V 0)
  have i0 : IntervalIntegrable (fun z => z * σ z) MeasureTheory.volume 0 L :=
    (continuousOn_id.mul hσ).intervalIntegrable_of_Icc hL.le
  have i3 := i0.const_mul (4 * π * dipole L σ / L)
  have i23 : IntervalIntegrable (fun z => (V₀ 0 - V 0) * σ z +
      4 * π * dipole L σ / L * (z * σ z)) MeasureTheory.volume 0 L := i2.add i3
  -- insert the affine difference of the potentials
  have e : ∫ z in (0 : ℝ)..L, σ z * V₀ z = ∫ z in (0 : ℝ)..L, (σ z * V z +
      ((V₀ 0 - V 0) * σ z + 4 * π * dipole L σ / L * (z * σ z))) := by
    apply intervalIntegral.integral_congr
    intro z hz
    rw [uIcc_of_le hL.le] at hz
    have h := potential_difference hL hσ hq hV hper hV₀ hG₀ hz
    linear_combination σ z * h
  -- neutrality removes the constant
  have e2 : ∫ z in (0 : ℝ)..L, σ z * V₀ z = (∫ z in (0 : ℝ)..L, σ z * V z) +
      ((V₀ 0 - V 0) * 0 + 4 * π * dipole L σ / L * dipole L σ) := by
    rw [e, intervalIntegral.integral_add i1 i23, intervalIntegral.integral_add i2 i3,
      intervalIntegral.integral_const_mul, intervalIntegral.integral_const_mul, hq]
    rfl
  have hE : energy L σ V₀ - energy L σ V = 2 * π * dipole L σ ^ 2 / L := by
    unfold energy
    rw [e2]
    ring
  refine ⟨hs, hE, ?_⟩
  rw [hE, hs.1]
  ring
```

## Vacuum slope and corrected potential

For vacuum on \([0,a]\) with \(a\le L\), the derivative of `G` is zero there, so the constancy lemma is used on the shorter interval.

```lean
/-- If a neutral slab with continuous charge density has vacuum on `[0, a]`, the periodic
potential has the slope `-4πm/L` throughout that vacuum. -/
theorem vacuum_slope (hL : 0 < L) (hσ : ContinuousOn σ (Icc 0 L))
    (hq : ∫ z in (0 : ℝ)..L, σ z = 0) (hV : PlanarPoisson L σ V G) (hper : V 0 = V L)
    {a z : ℝ} (ha : a ≤ L) (hvac : ∀ x ∈ Icc 0 a, σ x = 0) (hz : z ∈ Icc 0 a) :
    G z = -(4 * π * dipole L σ / L) := by
  have hsub : Icc 0 a ⊆ Icc 0 L := Icc_subset_Icc_right ha
  rw [← (periodic_slope hL hσ hq hV hper).1]
  exact eq_of_zero_slope (fun x hx =>
    ((hV.slope_deriv x (hsub hx)).mono hsub).congr_deriv (by rw [hvac x hx, mul_zero])) hz
```

The linear correction gives another solution of the same Poisson equation. The derivative rules verify both parts of `PlanarPoisson`, and `periodic_slope` gives the zero slopes at the faces.

```lean
/-- For a neutral, continuous charge density, adding the linear potential `(4πm/L) z` to the
periodic potential gives a solution of the same Poisson equation with zero slope at both faces. -/
theorem corrected_potential (hL : 0 < L) (hσ : ContinuousOn σ (Icc 0 L))
    (hq : ∫ z in (0 : ℝ)..L, σ z = 0) (hV : PlanarPoisson L σ V G) (hper : V 0 = V L) :
    PlanarPoisson L σ (fun z => V z + 4 * π * dipole L σ / L * z)
      (fun z => G z + 4 * π * dipole L σ / L) ∧
    G 0 + 4 * π * dipole L σ / L = 0 ∧ G L + 4 * π * dipole L σ / L = 0 := by
  obtain ⟨h0, h1⟩ := periodic_slope hL hσ hq hV hper
  refine ⟨⟨fun x hx => ?_, fun x hx => (hV.slope_deriv x hx).add_const _⟩,
    by linarith, by linarith⟩
  exact ((hV.pot_deriv x hx).fun_add
    ((hasDerivAt_id' x).hasDerivWithinAt.const_mul _)).congr_deriv (by ring)
```

## The unit-cell example in Lean

The potentials of the worked example belong to one family with parameter \(c\): \(V_0\) has \(c=0\) and \(V\) has \(c=\pi/3\).

```lean
/-- A cubic potential on the unit cell with an added linear term `-c z`. -/
def cubicPotential (c z : ℝ) : ℝ := -(4 * π) * (z ^ 3 / 6 - z ^ 2 / 4) - c * z

/-- The quadratic function `-4π(z²/2 - z/2) - c`. -/
def cubicSlope (c z : ℝ) : ℝ := -(4 * π) * (z ^ 2 / 2 - z / 2) - c
```

The final theorem confirms the charge, the dipole, both Poisson equations and both boundary conditions. `hP` treats every \(c\) at once by differentiating the polynomials. The two integrals are evaluated from the antiderivatives in `q2` and `q3`.

```lean
/-- The density `σ = z - 1/2` on the unit cell is neutral with dipole `1/12`; the cubic potentials
with `c = 0` and `c = π/3` solve its Poisson equation, the first with zero slope at the left face,
the second with equal values at the two faces. -/
theorem dipole_correction_witness :
    (∫ z in (0 : ℝ)..1, (z - 1 / 2)) = 0 ∧ dipole 1 (fun z => z - 1 / 2) = 1 / 12 ∧
    PlanarPoisson 1 (fun z => z - 1 / 2) (cubicPotential 0) (cubicSlope 0) ∧
    cubicSlope 0 0 = 0 ∧
    PlanarPoisson 1 (fun z => z - 1 / 2) (cubicPotential (π / 3)) (cubicSlope (π / 3)) ∧
    cubicPotential (π / 3) 0 = cubicPotential (π / 3) 1 := by
  have p3 : ∀ z : ℝ, HasDerivAt (fun y : ℝ => y ^ 3) (3 * z ^ 2) z := fun z => by
    simpa using hasDerivAt_pow 3 z
  have p2 : ∀ z : ℝ, HasDerivAt (fun y : ℝ => y ^ 2) (2 * z) z := fun z => by
    simpa using hasDerivAt_pow 2 z
  have q2 : ∀ z : ℝ, HasDerivAt (fun y : ℝ => y ^ 2 / 2 - y / 2) (z - 1 / 2) z := fun z =>
    (((p2 z).div_const 2).fun_sub ((hasDerivAt_id' z).div_const 2)).congr_deriv (by ring)
  have q3 : ∀ z : ℝ, HasDerivAt (fun y : ℝ => y ^ 3 / 3 - y ^ 2 / 4) (z * (z - 1 / 2)) z :=
    fun z => (((p3 z).div_const 3).fun_sub ((p2 z).div_const 4)).congr_deriv (by ring)
  have hP : ∀ c, PlanarPoisson 1 (fun z => z - 1 / 2) (cubicPotential c) (cubicSlope c) := by
    intro c
    refine ⟨fun z _ => HasDerivAt.hasDerivWithinAt ?_, fun z _ => HasDerivAt.hasDerivWithinAt ?_⟩
    · exact (((((p3 z).div_const 6).fun_sub ((p2 z).div_const 4)).const_mul (-(4 * π))).fun_sub
        ((hasDerivAt_id' z).const_mul c)).congr_deriv (by unfold cubicSlope; ring)
    · exact ((q2 z).const_mul (-(4 * π))).sub_const c
  have hmem : (1 : ℝ) ∈ Icc (0 : ℝ) 1 := ⟨zero_le_one, le_rfl⟩
  refine ⟨?_, ?_, hP 0, by norm_num [cubicSlope], hP (π / 3), by unfold cubicPotential; ring⟩
  · rw [integral_slope (L := 1) (f := fun y : ℝ => y ^ 2 / 2 - y / 2)
      (fun z _ => (q2 z).hasDerivWithinAt) (by fun_prop) hmem]
    norm_num
  · unfold dipole
    rw [integral_slope (L := 1) (f := fun y : ℝ => y ^ 3 / 3 - y ^ 2 / 4)
      (fun z _ => (q3 z).hasDerivWithinAt) (by fun_prop) hmem]
    norm_num

end

end SlabDipoleCorrection
```

```lean
#print axioms SlabDipoleCorrection.dipole_correction
#print axioms SlabDipoleCorrection.vacuum_slope
#print axioms SlabDipoleCorrection.corrected_potential
```

```
'SlabDipoleCorrection.dipole_correction' depends on axioms: [propext, Classical.choice, Quot.sound]
'SlabDipoleCorrection.vacuum_slope' depends on axioms: [propext, Classical.choice, Quot.sound]
'SlabDipoleCorrection.corrected_potential' depends on axioms: [propext, Classical.choice, Quot.sound]
```
